# The Procrustes distance between real orbital sets is a rotation-invariant pseudometric

To compare the occupied orbitals of two SCF calculations, one can rotate the first set among itself until it lies as close as possible to the second, and take the remaining misfit as their distance. For finite real coefficient matrices, this number is symmetric, obeys the triangle inequality and does not depend on which rotated orbitals each calculation returned.

The finite index types `n` and `k` label basis functions and orbitals. Both calculations are taken to use the same basis functions and the same number of orbitals. Columns of a matrix are orbitals; they need not be orthonormal.

In Lean 4 with Mathlib:

```lean
import Mathlib

open Matrix

namespace ProcrustesPseudometric

noncomputable section

variable {n k : Type*} [Fintype n] [Fintype k]
```

The misfit is measured by $\|M\|=\big(\sum_{ij}M_{ij}^2\big)^{1/2}$. It is the physical norm of the orbital differences when the basis is orthonormal; an overlap matrix does not appear.

```lean
/-- The Frobenius norm of a real coefficient matrix: the root of the sum of its squared entries. -/
def frob (M : Matrix n k ℝ) : ℝ := Real.sqrt (∑ i, ∑ j, M i j ^ 2)
```

The allowed rotations are $O(k)=\{U: U^TU=1\}$. Reflections are included, so changing the sign of one orbital costs nothing. Restricting to $\det U=1$ would change this: for $1\times1$ matrices, $1$ and $-1$ would be at distance $2$ instead of $0$.

```lean
/-- The orbital rotations: real square matrices `U` with `Uᵀ U = 1`, reflections included. -/
def orbitalRotations (k : Type*) [Fintype k] [DecidableEq k] : Set (Matrix k k ℝ) :=
  {U | Uᵀ * U = 1}
```

The distance is $d(A,B)=\inf_{U\in O(k)}\|AU-B\|$, written `procrustesDist A B`. That the infimum is a minimum is proved below.

```lean
/-- The Procrustes distance: the infimum of the Frobenius norm of `A U - B` over all
orbital rotations `U`. -/
def procrustesDist [DecidableEq k] (A B : Matrix n k ℝ) : ℝ :=
  sInf ((fun U : Matrix k k ℝ => frob (A * U - B)) '' orbitalRotations k)
```

## The norm and the rotation group

Listing all entries of $M$ as one vector turns $\|M\|$ into a Euclidean norm.

```lean
/-- The Frobenius norm is the Euclidean norm of the list of all matrix entries. -/
lemma frob_eq_norm (M : Matrix n k ℝ) :
    frob M = ‖(WithLp.toLp 2 (fun p : n × k => M p.1 p.2) : EuclideanSpace ℝ (n × k))‖ := by
  rw [EuclideanSpace.norm_eq, frob, Fintype.sum_prod_type]
  simp only [Real.norm_eq_abs, sq_abs]
```

Hence $\|M+N\|\le\|M\|+\|N\|$.

```lean
/-- The Frobenius norm satisfies the triangle inequality. -/
lemma frob_add_le (M N : Matrix n k ℝ) : frob (M + N) ≤ frob M + frob N := by
  rw [frob_eq_norm, frob_eq_norm, frob_eq_norm]
  exact norm_add_le
    (WithLp.toLp 2 (fun p : n × k => M p.1 p.2) : EuclideanSpace ℝ (n × k))
    (WithLp.toLp 2 (fun p : n × k => N p.1 p.2))
```

Since $(M_{ij}-N_{ij})^2=(N_{ij}-M_{ij})^2$, also $\|M-N\|=\|N-M\|$.

```lean
/-- The Frobenius norm of a difference does not depend on the order of the two matrices. -/
lemma frob_sub_comm (M N : Matrix n k ℝ) : frob (M - N) = frob (N - M) := by
  refine congrArg Real.sqrt
    (Finset.sum_congr rfl fun i _ => Finset.sum_congr rfl fun j _ => ?_)
  simp only [Matrix.sub_apply]
  ring
```

For square matrices $V^TV=1$ implies $VV^T=1$. Therefore
$$\|MV\|^2=\operatorname{tr}(MVV^TM^T)=\operatorname{tr}(MM^T)=\|M\|^2 .$$

```lean
variable [DecidableEq k]

/-- Rotating the orbitals among themselves leaves the Frobenius norm unchanged. -/
lemma frob_mul_rotation (M : Matrix n k ℝ) {V : Matrix k k ℝ} (hV : V ∈ orbitalRotations k) :
    frob (M * V) = frob M := by
  have hV' : V * Vᵀ = 1 := mul_eq_one_comm.mp hV
  -- the squared norm is the trace of `M Mᵀ`, in which the rotation cancels
  have key : ∀ N : Matrix n k ℝ, ∑ i, ∑ j, N i j ^ 2 = (N * Nᵀ).trace := by
    intro N
    simp only [Matrix.trace, Matrix.diag_apply, Matrix.mul_apply, Matrix.transpose_apply, sq]
  have h : M * V * (M * V)ᵀ = M * Mᵀ := by
    rw [Matrix.transpose_mul, Matrix.mul_assoc, ← Matrix.mul_assoc V, hV', Matrix.one_mul]
  rw [frob, frob, key, key, h]
```

The same fact shows that $U^T$ is orthogonal when $U$ is.

```lean
lemma transpose_mem {U : Matrix k k ℝ} (hU : U ∈ orbitalRotations k) :
    Uᵀ ∈ orbitalRotations k := by
  change Uᵀᵀ * Uᵀ = 1
  rw [Matrix.transpose_transpose]
  exact mul_eq_one_comm.mp hU
```

Products stay in the group, because $(UV)^TUV=V^T(U^TU)V=V^TV=1$.

```lean
lemma mul_mem {U V : Matrix k k ℝ} (hU : U ∈ orbitalRotations k)
    (hV : V ∈ orbitalRotations k) : U * V ∈ orbitalRotations k := by
  have hU' : Uᵀ * U = 1 := hU
  change (U * V)ᵀ * (U * V) = 1
  rw [Matrix.transpose_mul, Matrix.mul_assoc, ← Matrix.mul_assoc Uᵀ, hU', Matrix.one_mul]
  exact hV
```

The identity belongs to it too.

```lean
lemma one_mem : (1 : Matrix k k ℝ) ∈ orbitalRotations k := by
  change (1 : Matrix k k ℝ)ᵀ * 1 = 1
  rw [Matrix.transpose_one, Matrix.mul_one]
```

## An optimal rotation exists

The condition $U^TU=1$ is a continuous equation, so $O(k)$ is closed. Its $jj$ entry reads $\sum_l U_{lj}^2=1$, so $|U_{ij}|\le1$. A closed subset of the compact box $[-1,1]^{k\times k}$ is compact.

```lean
/-- The orbital rotations form a compact set. -/
lemma isCompact_rotations : IsCompact (orbitalRotations k) := by
  have hclosed : IsClosed (orbitalRotations k) :=
    isClosed_eq (continuous_id.matrix_transpose.matrix_mul continuous_id) continuous_const
  have hbox : IsCompact
      (Set.univ.pi fun _ : k => Set.univ.pi fun _ : k => Set.Icc (-1 : ℝ) 1) :=
    isCompact_univ_pi fun _ => isCompact_univ_pi fun _ => isCompact_Icc
  refine IsCompact.of_isClosed_subset (X := Matrix k k ℝ) hbox hclosed ?_
  intro U hU i _ j _
  -- every column has unit length, so no entry exceeds one in size
  have hU' : Uᵀ * U = 1 := hU
  have h1 := congrFun (congrFun hU' j) j
  simp only [Matrix.mul_apply, Matrix.transpose_apply, Matrix.one_apply_eq] at h1
  have h2 : U i j ^ 2 ≤ 1 := by
    rw [sq, ← h1]
    exact Finset.single_le_sum (f := fun l => U l j * U l j)
      (fun l _ => mul_self_nonneg _) (Finset.mem_univ i)
  exact abs_le.mp ((sq_le_one_iff_abs_le_one _).mp h2)
```

The function $U\mapsto\|AU-B\|$ is continuous and attains its minimum on this nonempty compact set. `IsLeast.csInf_eq` identifies that minimum with the infimum in the definition.

```lean
/-- Some orbital rotation attains the Procrustes distance, and no other rotation gives a
smaller misfit. -/
theorem procrustesDist_attained (A B : Matrix n k ℝ) :
    ∃ U ∈ orbitalRotations k, procrustesDist A B = frob (A * U - B) ∧
      ∀ V ∈ orbitalRotations k, procrustesDist A B ≤ frob (A * V - B) := by
  have hM : Continuous fun U : Matrix k k ℝ => A * U - B :=
    (continuous_const.matrix_mul continuous_id).sub continuous_const
  have hf : Continuous fun U : Matrix k k ℝ => frob (A * U - B) :=
    Real.continuous_sqrt.comp (continuous_finsetSum _ fun i _ =>
      continuous_finsetSum _ fun j _ => (hM.matrix_elem i j).pow 2)
  obtain ⟨U, hU, hmin⟩ := isCompact_rotations.exists_isMinOn ⟨1, one_mem⟩ hf.continuousOn
  have hle : ∀ V ∈ orbitalRotations k, frob (A * U - B) ≤ frob (A * V - B) :=
    fun V hV => hmin hV
  have heq : procrustesDist A B = frob (A * U - B) := by
    refine IsLeast.csInf_eq ⟨⟨U, hU, rfl⟩, ?_⟩
    rintro _ ⟨V, hV, rfl⟩
    exact hle V hV
  exact ⟨U, hU, heq, fun V hV => heq.trans_le (hle V hV)⟩
```

In particular, any trial rotation $V$ gives an upper bound, $d(A,B)\le\|AV-B\|$.

```lean
lemma dist_le (A B : Matrix n k ℝ) {V : Matrix k k ℝ} (hV : V ∈ orbitalRotations k) :
    procrustesDist A B ≤ frob (A * V - B) := by
  obtain ⟨_, _, _, h⟩ := procrustesDist_attained A B
  exact h V hV
```

## Symmetry, triangle inequality and invariance

Let $U$ be optimal for $(A,B)$. Then $(BU^T-A)U=B-AU$, so
$$d(B,A)\le\|BU^T-A\|=\|B-AU\|=d(A,B).$$
Exchanging $A$ and $B$ gives the reverse inequality.

```lean
lemma dist_swap_le (A B : Matrix n k ℝ) : procrustesDist B A ≤ procrustesDist A B := by
  obtain ⟨U, hU, h, _⟩ := procrustesDist_attained A B
  have hU' : Uᵀ * U = 1 := hU
  -- the inverse rotation aligns `B` with `A` equally well
  have e : (B * Uᵀ - A) * U = B - A * U := by
    rw [Matrix.sub_mul, Matrix.mul_assoc, hU', Matrix.mul_one]
  rw [h, frob_sub_comm, ← e, frob_mul_rotation _ hU]
  exact dist_le B A (transpose_mem hU)
```

Let $U$ be optimal for $(A,B)$ and $V$ for $(B,C)$. The trial rotation $UV$ gives
$$AUV-C=(AU-B)V+(BV-C),$$
and the norm of the right-hand side is at most $d(A,B)+d(B,C)$.

```lean
/-- The Procrustes distance satisfies the triangle inequality. -/
theorem procrustesDist_triangle (A B C : Matrix n k ℝ) :
    procrustesDist A C ≤ procrustesDist A B + procrustesDist B C := by
  obtain ⟨U, hU, h₁, _⟩ := procrustesDist_attained A B
  obtain ⟨V, hV, h₂, _⟩ := procrustesDist_attained B C
  -- align `A` with `B`, then carry both along to `C`
  have e : A * (U * V) - C = (A * U - B) * V + (B * V - C) := by
    rw [Matrix.sub_mul, Matrix.mul_assoc]
    abel
  have h := dist_le A C (mul_mem hU hV)
  rw [e] at h
  rw [h₁, h₂, ← frob_mul_rotation (A * U - B) hV]
  exact h.trans (frob_add_le _ _)
```

For rotated sets $AV$ and $BW$, try $V^TUW$ with $U$ optimal for $(A,B)$:
$$AV(V^TUW)-BW=(AU-B)W .$$
Thus $d(AV,BW)\le d(A,B)$.

```lean
lemma dist_rotate_le (A B : Matrix n k ℝ) {V W : Matrix k k ℝ}
    (hV : V ∈ orbitalRotations k) (hW : W ∈ orbitalRotations k) :
    procrustesDist (A * V) (B * W) ≤ procrustesDist A B := by
  obtain ⟨U, hU, h, _⟩ := procrustesDist_attained A B
  have hV' : V * Vᵀ = 1 := mul_eq_one_comm.mp hV
  have e : A * V * (Vᵀ * (U * W)) - B * W = (A * U - B) * W := by
    rw [Matrix.mul_assoc A V, ← Matrix.mul_assoc V Vᵀ, hV', Matrix.one_mul,
      ← Matrix.mul_assoc A U W, Matrix.sub_mul]
  rw [h, ← frob_mul_rotation (A * U - B) hW, ← e]
  exact dist_le _ _ (mul_mem (transpose_mem hV) (mul_mem hU hW))
```

Applying this bound again with $V^T$ and $W^T$ undoes both rotations and yields equality. Orthogonality matters here: for $1\times1$ matrices with $A=B=1$, $V=2$ and $W=1$, the distance changes from $0$ to $1$.

```lean
/-- Rotating the two orbital sets independently does not change their Procrustes distance. -/
theorem procrustesDist_rotate (A B : Matrix n k ℝ) {V W : Matrix k k ℝ}
    (hV : V ∈ orbitalRotations k) (hW : W ∈ orbitalRotations k) :
    procrustesDist (A * V) (B * W) = procrustesDist A B := by
  refine le_antisymm (dist_rotate_le A B hV hW) ?_
  -- undo both rotations
  have h := dist_rotate_le (A * V) (B * W) (transpose_mem hV) (transpose_mem hW)
  have hV' : V * Vᵀ = 1 := mul_eq_one_comm.mp hV
  have hW' : W * Wᵀ = 1 := mul_eq_one_comm.mp hW
  rwa [Matrix.mul_assoc, Matrix.mul_assoc, hV', hW', Matrix.mul_one, Matrix.mul_one] at h
```

If $d(A,B)=0$, any optimal $U$ has $\|AU-B\|=0$, hence $AU=B$. Conversely, such a $U$ gives zero misfit. Different matrices can therefore be at distance zero, which is why $d$ is only a pseudometric.

```lean
/-- The Procrustes distance vanishes exactly when an orbital rotation carries `A` into `B`. -/
theorem procrustesDist_eq_zero_iff (A B : Matrix n k ℝ) :
    procrustesDist A B = 0 ↔ ∃ U ∈ orbitalRotations k, A * U = B := by
  constructor
  · intro h0
    obtain ⟨U, hU, h, _⟩ := procrustesDist_attained A B
    rw [h0, frob_eq_norm] at h
    have hz := norm_eq_zero.mp h.symm
    refine ⟨U, hU, ?_⟩
    ext i j
    have hij : (A * U - B) i j = 0 := congrArg (fun v => v.ofLp (i, j)) hz
    exact sub_eq_zero.mp hij
  · rintro ⟨U, hU, rfl⟩
    refine le_antisymm ((dist_le A (A * U) hU).trans_eq (by simp [frob])) ?_
    obtain ⟨_, _, h, _⟩ := procrustesDist_attained A (A * U)
    exact h ▸ Real.sqrt_nonneg _
```

The main theorem collects, for all real matrices of the given shape, $d\ge0$, $d(A,A)=0$, symmetry, the triangle inequality and invariance under independent $V$ and $W$.

```lean
/-- The Procrustes distance is a pseudometric on coefficient matrices, and it is invariant
under independent orbital rotations of its two arguments. -/
theorem procrustes_pseudometric :
    (∀ A B : Matrix n k ℝ, 0 ≤ procrustesDist A B) ∧
    (∀ A : Matrix n k ℝ, procrustesDist A A = 0) ∧
    (∀ A B : Matrix n k ℝ, procrustesDist A B = procrustesDist B A) ∧
    (∀ A B C : Matrix n k ℝ,
      procrustesDist A C ≤ procrustesDist A B + procrustesDist B C) ∧
    (∀ A B : Matrix n k ℝ, ∀ V ∈ orbitalRotations k, ∀ W ∈ orbitalRotations k,
      procrustesDist (A * V) (B * W) = procrustesDist A B) := by
  refine ⟨fun A B => ?_, fun A => ?_, fun A B => ?_, procrustesDist_triangle,
    fun A B V hV W hW => procrustesDist_rotate A B hV hW⟩
  · obtain ⟨_, _, h, _⟩ := procrustesDist_attained A B
    exact h ▸ Real.sqrt_nonneg _
  · exact (procrustesDist_eq_zero_iff A A).mpr ⟨1, one_mem, Matrix.mul_one A⟩
  · exact le_antisymm (dist_swap_le B A) (dist_swap_le A B)
```

## Bounds on rotation-invariant quantities

Suppose $F(AU)=F(A)$ for every rotation and $|F(A)-F(B)|\le L\|A-B\|$ for all matrices. With $U$ optimal,
$$|F(A)-F(B)|=|F(AU)-F(B)|\le L\|AU-B\|=L\,d(A,B).$$
The global constant $L$, which limits how strongly $F$ responds to a change in the orbitals, is assumed. A quadratic energy such as $\operatorname{tr}(A^ThA)$, with $h$ a fixed real symmetric one-electron Hamiltonian matrix, generally has none on the space of all matrices.

```lean
/-- A rotation-invariant function of the orbitals that is Lipschitz in the Frobenius norm is
Lipschitz in the Procrustes distance with the same constant. -/
theorem invariant_lipschitz (F : Matrix n k ℝ → ℝ) (L : ℝ)
    (hinv : ∀ A, ∀ U ∈ orbitalRotations k, F (A * U) = F A)
    (hlip : ∀ A B, |F A - F B| ≤ L * frob (A - B)) (A B : Matrix n k ℝ) :
    |F A - F B| ≤ L * procrustesDist A B := by
  obtain ⟨U, hU, h, _⟩ := procrustesDist_attained A B
  rw [h, ← hinv A U hU]
  exact hlip _ _
```

The norm itself qualifies with $L=1$: it is invariant, and $\|A\|\le\|A-B\|+\|B\|$, together with the same inequality with $A$ and $B$ exchanged, gives the Lipschitz bound.

```lean
/-- The Frobenius norms of two orbital sets differ by at most their Procrustes distance. -/
theorem frob_diff_le_procrustesDist (A B : Matrix n k ℝ) :
    |frob A - frob B| ≤ procrustesDist A B := by
  have h := invariant_lipschitz (n := n) (k := k) frob 1
    (fun A U hU => frob_mul_rotation A hU) (fun A B => ?_) A B
  · rwa [one_mul] at h
  · have h₁ := frob_add_le (A - B) B
    have h₂ := frob_add_le (B - A) A
    rw [sub_add_cancel] at h₁ h₂
    rw [frob_sub_comm B A] at h₂
    rw [one_mul, abs_le]
    constructor <;> linarith

end

end ProcrustesPseudometric
```

```lean
#print axioms ProcrustesPseudometric.procrustes_pseudometric
#print axioms ProcrustesPseudometric.frob_diff_le_procrustesDist
```

```
'ProcrustesPseudometric.procrustes_pseudometric' depends on axioms: [propext, Classical.choice, Quot.sound]
'ProcrustesPseudometric.frob_diff_le_procrustesDist' depends on axioms: [propext, Classical.choice, Quot.sound]
```
